# An Infinite Sum of Gaussians with Geometrically Spaced Widths Stays Within Constant Factors of 1/r

To compute the electrostatic energy of a periodic system, one can replace \(1/r\) by a sum of Gaussians whose widths grow by a fixed ratio. The wide Gaussians are then summed in reciprocal space, and the rest of the interaction over nearby pairs of charges. This raises the question whether such a sum can follow the size of \(1/r\) at every positive distance. If the amplitudes are inversely proportional to the widths, the complete series over all widths does so up to constant factors; how closely a particular fit reproduces \(1/r\) is a separate question.

Fix a real ratio \(b>1\) and define, for each integer \(n\),

\[
g_n(r)=b^{-n}e^{-r^2/b^{2n}},\qquad F(r)=\sum_{n\in\mathbb Z}g_n(r).
\]

The Gaussian \(g_n\) has width \(b^n\) and amplitude \(b^{-n}\). For every \(r>0\) the series converges, \(F(br)=F(r)/b\), and \(c/r\le F(r)\le C/r\) with constants \(0<c\le C\) that do not depend on \(r\).

## Convergence, scaling and bounds by hand

**Convergence.** The exponential is at most 1, so \(g_n(r)\le b^{-n}\), and the terms with \(n\ge0\) are dominated by a geometric series. For the narrow Gaussians, use \(e^y\ge 1+y>y\), which gives \(e^{-y}\le1/y\) for \(y>0\). With \(y=r^2/b^{2n}\),

\[
g_n(r)\le b^{-n}\,\frac{b^{2n}}{r^2}=\frac{b^n}{r^2}.
\]

For \(n=-k\) with \(k\ge0\) this is \(b^{-k}/r^2\), again geometric. At \(r=0\) the terms with \(n=-k\) equal \(b^k\ge1\), so the series diverges there.

**Scaling.** For any integer \(m\),

\[
g_n(b^m r)=b^{-n}e^{-r^2/b^{2(n-m)}}=b^{-m}g_{n-m}(r).
\]

Summing over all \(n\) removes the shift of the index, so \(F(b^m r)=F(r)/b^m\). The case \(m=1\) is the stated scaling law.

**Bounds.** Each \(g_n\) decreases for \(r>0\), so \(F\) does not increase with distance. Choose \(m\) with \(b^m\le r<b^{m+1}\). Then

\[
F(r)\le F(b^m)=\frac{F(1)}{b^m}\le\frac{b\,F(1)}{r},
\qquad
F(r)\ge F(b^{m+1})=\frac{F(1)}{b\,b^m}\ge\frac{F(1)}{b\,r}.
\]

Hence \(c=F(1)/b\) and \(C=bF(1)\) suffice. They are positive because \(F(1)\ge g_0(1)=e^{-1}\), and \(c\le C\) because \(b>1\).

**Finite sums.** For a finite set \(S\) of integers, \(\sum_{n\in S}g_n(r)\le B\) with \(B=\sum_{n\in S}b^{-n}\). A lower bound \(c/r\) with \(c>0\), taken at \(r=c/(B+1)\), would give \(B+1\le B\). No finite selection therefore has such a bound at all positive distances.

## The Gaussians and their sum in Lean

```lean
import Mathlib

open Finset

namespace SumOfGaussiansCoulomb

noncomputable section
```

Distances and the ratio are real numbers, and the index is an integer. Lengths are measured in units of the width of the \(n=0\) Gaussian, and charges and the Coulomb prefactor are left out.

```lean
/-- The Gaussian of width `b ^ n` and amplitude `b ^ (-n)`, evaluated at distance `r`. -/
def gaussianTerm (b r : ℝ) (n : ℤ) : ℝ :=
  b ^ (-n) * Real.exp (-r ^ 2 / b ^ (2 * n))
```

`gaussianTerm b r n` is \(g_n(r)\). In Lean, `-r ^ 2` means \(-(r^2)\).

```lean
/-- The sum-of-Gaussians kernel: the sum of the Gaussians of all widths `b ^ n`, `n` an integer. -/
def gaussianKernel (b r : ℝ) : ℝ := ∑' n : ℤ, gaussianTerm b r n
```

`gaussianKernel b r` is \(F(r)\). The symbol `∑'` returns 0 for a series that does not converge, so the value at \(r=0\) has no physical meaning, and convergence is stated separately as `Summable`.

## Two estimates that control the series

```lean
/-- Every Gaussian in the series is positive. -/
theorem gaussianTerm_pos {b : ℝ} (hb : 0 < b) (r : ℝ) (n : ℤ) : 0 < gaussianTerm b r n :=
  mul_pos (zpow_pos hb _) (Real.exp_pos _)
```

Positivity permits comparison with larger series and later gives \(F(1)>0\).

```lean
/-- A Gaussian is bounded by its amplitude at every distance, and away from contact also by
its width divided by the squared distance. -/
theorem gaussianTerm_le {b : ℝ} (hb : 0 < b) (r : ℝ) (n : ℤ) :
    gaussianTerm b r n ≤ b ^ (-n) ∧ (r ≠ 0 → gaussianTerm b r n ≤ b ^ n / r ^ 2) := by
  constructor
  · refine mul_le_of_le_one_right (zpow_pos hb _).le (Real.exp_le_one_iff.2 ?_)
    exact div_nonpos_of_nonpos_of_nonneg (by linarith [sq_nonneg r]) (zpow_pos hb _).le
  · intro hr
    -- the elementary inequality exp (-y) ≤ 1 / y with y = r² / x²
    have aux : ∀ x : ℝ, 0 < x → x⁻¹ * Real.exp (-r ^ 2 / x ^ 2) ≤ x / r ^ 2 := by
      intro x hx
      have h : Real.exp (-r ^ 2 / x ^ 2) ≤ (r ^ 2 / x ^ 2)⁻¹ := by
        rw [neg_div, Real.exp_neg]
        apply inv_anti₀ (by positivity)
        linarith [Real.add_one_le_exp (r ^ 2 / x ^ 2)]
      calc x⁻¹ * Real.exp (-r ^ 2 / x ^ 2) ≤ x⁻¹ * (r ^ 2 / x ^ 2)⁻¹ :=
            mul_le_mul_of_nonneg_left h (by positivity)
        _ = x / r ^ 2 := by field_simp
    have h2 : b ^ (2 * n) = (b ^ n) ^ 2 := by rw [two_mul, zpow_add₀ hb.ne', sq]
    unfold gaussianTerm
    rw [h2, zpow_neg]
    exact aux _ (zpow_pos hb n)
```

The two parts are \(g_n\le b^{-n}\) and, away from contact, \(g_n\le b^n/r^2\). The auxiliary statement `aux` proves the second for a general width \(x\), with `Real.add_one_le_exp` supplying \(1+y\le e^y\); the last line sets \(x=b^n\).

```lean
/-- The series of Gaussians converges exactly at nonzero distance. -/
theorem summable_gaussianTerm_iff {b : ℝ} (hb : 1 < b) (r : ℝ) :
    Summable (gaussianTerm b r) ↔ r ≠ 0 := by
  have h0 : 0 < b := by linarith
  constructor
  · -- at contact the narrow Gaussians have amplitudes b ^ k ≥ 1
    rintro h rfl
    have hinj : Function.Injective (fun k : ℕ => -(k : ℤ)) := by
      intro i j hij
      simpa using hij
    have ht := (h.comp_injective hinj).tendsto_atTop_zero
    have h1 : (1 : ℝ) ≤ 0 := by
      refine ge_of_tendsto' ht (fun k => ?_)
      have hk : gaussianTerm b 0 (-(k : ℤ)) = b ^ k := by simp [gaussianTerm]
      change 1 ≤ gaussianTerm b 0 (-(k : ℤ))
      rw [hk]
      exact one_le_pow₀ hb.le
    linarith
  · intro hr
    have g : Summable (fun k : ℕ => b⁻¹ ^ k) :=
      summable_geometric_of_lt_one (by positivity) (inv_lt_one_of_one_lt₀ hb)
    have e : ∀ k : ℕ, b ^ (-(k : ℤ)) = b⁻¹ ^ k := fun k => by
      rw [zpow_neg, zpow_natCast, inv_pow]
    -- wide and narrow Gaussians are each dominated by a geometric series
    apply Summable.of_nat_of_neg
    · refine Summable.of_nonneg_of_le (fun k => (gaussianTerm_pos h0 r _).le) (fun k => ?_) g
      rw [← e k]
      exact (gaussianTerm_le h0 r _).1
    · refine Summable.of_nonneg_of_le (fun k => (gaussianTerm_pos h0 r _).le) (fun k => ?_)
        (g.div_const (r ^ 2))
      rw [← e k]
      exact (gaussianTerm_le h0 r _).2 hr
```

This theorem says that the series converges if and only if \(r\ne0\). In the forward direction, the terms with \(n=-k\) would have to tend to zero, but at contact they are at least 1. In the reverse direction, `Summable.of_nat_of_neg` splits the series into wide and narrow Gaussians, and each half is compared with the geometric series `g`.

## Rescaling the distance shifts the index

```lean
/-- Discrete scale covariance: at distance `b ^ m * r` the series converges to the kernel at `r`
divided by `b ^ m`, for every integer `m`. -/
theorem hasSum_rescaled {b r : ℝ} (hb : 1 < b) (hr : r ≠ 0) (m : ℤ) :
    HasSum (gaussianTerm b (b ^ m * r)) (gaussianKernel b r / b ^ m) := by
  have h0 : b ≠ 0 := by linarith
  have hm : b ^ m ≠ 0 := zpow_ne_zero m h0
  -- rescaling the distance shifts the index of the Gaussian
  have e : gaussianTerm b (b ^ m * r) = fun n => (b ^ m)⁻¹ * gaussianTerm b r (n - m) := by
    funext n
    have h1 : b ^ (-(n - m)) = b ^ m * b ^ (-n) := by
      rw [show -(n - m) = m + -n by ring, zpow_add₀ h0]
    have h2 : b ^ (2 * n) = b ^ m * b ^ m * b ^ (2 * (n - m)) := by
      rw [show 2 * n = m + m + 2 * (n - m) by ring, zpow_add₀ h0, zpow_add₀ h0]
    unfold gaussianTerm
    rw [h1, h2, show -(b ^ m * r) ^ 2 = (b ^ m * b ^ m) * (-r ^ 2) by ring,
      mul_div_mul_left _ _ (mul_ne_zero hm hm), mul_assoc (b ^ m) (b ^ (-n)),
      inv_mul_cancel_left₀ hm]
  have hs := ((summable_gaussianTerm_iff hb r).2 hr).hasSum
  have h : HasSum (fun n => (b ^ m)⁻¹ * gaussianTerm b r (n - m))
      ((b ^ m)⁻¹ * gaussianKernel b r) :=
    ((Equiv.subRight m).hasSum_iff.2 hs).mul_left (b ^ m)⁻¹
  rw [e, div_eq_inv_mul]
  exact h
```

The theorem assumes \(r\ne0\), since the series diverges at contact. `HasSum` states both that the series at distance \(b^m r\) converges and that its sum is \(F(r)/b^m\). The equation `e` is the identity \(g_n(b^m r)=b^{-m}g_{n-m}(r)\), and `Equiv.subRight m` carries out the change of summation index.

## From monotonicity to the Coulomb bounds

```lean
/-- On positive distances the kernel does not increase with distance. -/
theorem gaussianKernel_anti {b r s : ℝ} (hb : 1 < b) (hr : 0 < r) (hrs : r ≤ s) :
    gaussianKernel b s ≤ gaussianKernel b r := by
  have h0 : 0 < b := by linarith
  have hs : 0 < s := by linarith
  refine hasSum_le (fun n => ?_) ((summable_gaussianTerm_iff hb s).2 hs.ne').hasSum
    ((summable_gaussianTerm_iff hb r).2 hr.ne').hasSum
  refine mul_le_mul_of_nonneg_left (Real.exp_le_exp.2 ?_) (zpow_pos h0 _).le
  exact div_le_div_of_nonneg_right (by nlinarith) (zpow_pos h0 _).le
```

The two convergent series are compared term by term with `hasSum_le`.

```lean
/-- Coulomb bounds with explicit constants, given by the value of the kernel at unit distance
and the ratio `b`. -/
theorem coulomb_bounds {b r : ℝ} (hb : 1 < b) (hr : 0 < r) :
    gaussianKernel b 1 / b / r ≤ gaussianKernel b r ∧
      gaussianKernel b r ≤ b * gaussianKernel b 1 / r := by
  have h0 : 0 < b := by linarith
  have hF : 0 ≤ gaussianKernel b 1 := tsum_nonneg (fun n => (gaussianTerm_pos h0 1 n).le)
  have hz : ∀ k : ℤ, gaussianKernel b (b ^ k) = gaussianKernel b 1 / b ^ k := by
    intro k
    have h := (hasSum_rescaled hb one_ne_zero k).tsum_eq
    rw [mul_one] at h
    exact h
  -- locate r between two consecutive widths
  obtain ⟨m, h1, h2⟩ := exists_mem_Ico_zpow hr hb
  have hm : 0 < b ^ m := zpow_pos h0 m
  have lo := gaussianKernel_anti hb hr h2.le
  have up := gaussianKernel_anti hb hm h1
  rw [hz, zpow_add_one₀ h0.ne'] at lo
  rw [hz] at up
  rw [zpow_add_one₀ h0.ne'] at h2
  constructor
  · refine le_trans ?_ lo
    rw [div_div, div_le_div_iff₀ (by positivity) (by positivity)]
    nlinarith [mul_le_mul_of_nonneg_left h1 (mul_nonneg hF h0.le)]
  · refine up.trans ?_
    rw [div_le_div_iff₀ hm hr]
    nlinarith [mul_le_mul_of_nonneg_left h2.le hF]
```

`exists_mem_Ico_zpow` supplies the \(m\) with \(b^m\le r<b^{m+1}\). The facts `lo` and `up` are the monotonicity comparisons with the two ends of this interval, and `hz` evaluates \(F\) there by scaling. The remaining steps clear denominators and use the position of \(r\) in the interval. For these constants \(C/c=b^2\), so the largest and smallest values of \(rF(r)\) differ by a factor of at most \(b^2\); this is an upper limit, not an estimate of the actual variation.

```lean
/-- For `b > 1` the sum of Gaussians converges at every positive distance, is divided by `b` when
the distance is multiplied by `b`, and lies between two positive multiples of `1 / r`. -/
theorem sum_of_gaussians_coulomb {b : ℝ} (hb : 1 < b) :
    (∀ r : ℝ, 0 < r → Summable (gaussianTerm b r)) ∧
    (∀ r : ℝ, 0 < r → gaussianKernel b (b * r) = gaussianKernel b r / b) ∧
    ∃ c C : ℝ, 0 < c ∧ c ≤ C ∧
      ∀ r : ℝ, 0 < r → c / r ≤ gaussianKernel b r ∧ gaussianKernel b r ≤ C / r := by
  have h0 : 0 < b := by linarith
  refine ⟨fun r hr => (summable_gaussianTerm_iff hb r).2 hr.ne', fun r hr => ?_,
    gaussianKernel b 1 / b, b * gaussianKernel b 1, ?_, ?_, fun r hr => coulomb_bounds hb hr⟩
  · have h := (hasSum_rescaled hb hr.ne' 1).tsum_eq
    rw [zpow_one] at h
    exact h
  · -- a single Gaussian already makes the kernel positive
    have hs := ((summable_gaussianTerm_iff hb 1).2 one_ne_zero).hasSum
    exact div_pos (lt_of_lt_of_le (gaussianTerm_pos h0 1 0)
      (le_hasSum hs 0 (fun j _ => (gaussianTerm_pos h0 1 j).le))) h0
  · have h := coulomb_bounds hb one_pos
    simpa using h.1.trans h.2
```

The only hypothesis is \(b>1\). The three parts are convergence, the scaling law and the Coulomb bounds. The constants may depend on \(b\), but they are chosen before \(r\) and so serve all positive distances. The proof inserts \(c=F(1)/b\) and \(C=bF(1)\), obtains \(c>0\) from the single term \(n=0\), and obtains \(c\le C\) by evaluating both bounds at \(r=1\).

The theorem concerns the infinite series for one pair distance. It contains no lattice sum, no division between real and reciprocal space, and no error estimate for a fitted kernel.

## Finite selections fail near contact

```lean
/-- No finite selection of the Gaussians is bounded below by a positive multiple of `1 / r`
at all positive distances. -/
theorem finite_sum_not_coulomb {b : ℝ} (hb : 0 < b) (S : Finset ℤ) :
    ¬ ∃ c : ℝ, 0 < c ∧ ∀ r : ℝ, 0 < r → c / r ≤ ∑ n ∈ S, gaussianTerm b r n := by
  rintro ⟨c, hc, h⟩
  have hB : 0 ≤ ∑ n ∈ S, b ^ (-n) := Finset.sum_nonneg (fun n _ => (zpow_pos hb _).le)
  have hle : ∀ r : ℝ, ∑ n ∈ S, gaussianTerm b r n ≤ ∑ n ∈ S, b ^ (-n) :=
    fun r => Finset.sum_le_sum (fun n _ => (gaussianTerm_le hb r n).1)
  generalize ∑ n ∈ S, b ^ (-n) = B at hB hle
  -- at distance c / (B + 1) the Coulomb bound exceeds the total amplitude B
  have hB1 : 0 < B + 1 := by linarith
  have h1 := (h (c / (B + 1)) (div_pos hc hB1)).trans (hle _)
  rw [div_le_iff₀ (div_pos hc hB1), ← mul_div_assoc, le_div_iff₀ hB1] at h1
  nlinarith

end

end SumOfGaussiansCoulomb
```

Here \(b>0\) is enough, and `S` may be any finite set of indices, including the empty one. The proof bounds the sum by its total amplitude \(B\) and evaluates the supposed lower bound at \(c/(B+1)\), as in the derivation by hand. For simulation practice this means that a kernel built from finitely many of these Gaussians needs a separate short-range part if it is to keep the Coulomb divergence at contact.

```lean
#print axioms SumOfGaussiansCoulomb.sum_of_gaussians_coulomb
#print axioms SumOfGaussiansCoulomb.finite_sum_not_coulomb
```

```
'SumOfGaussiansCoulomb.sum_of_gaussians_coulomb' depends on axioms: [propext, Classical.choice, Quot.sound]
'SumOfGaussiansCoulomb.finite_sum_not_coulomb' depends on axioms: [propext, Classical.choice, Quot.sound]
```
